# Real, nonpositive Jacobian eigenvalues at positive detailed-balanced points of reversible mass-action networks

## Network, rates and inner product

Species $i$ and reactions $r$ range over the finite types `ι` and `ρ`.

```lean
import Mathlib

open Matrix

namespace ChemicalRelaxation

noncomputable section
```

Reaction $r$ has natural-number coefficients $a_{ri}$ (`reactants`) and $b_{ri}$ (`products`). Its rate constants $k_r^+$ (`kf`) and $k_r^-$ (`kr`) are positive, so every reaction can run both ways.

```lean
/-- A reversible mass-action network: stoichiometric coefficients of both sides of each
reaction, with positive forward and backward rate constants. -/
structure ReversibleNetwork (ι ρ : Type*) where
  reactants : ρ → ι → ℕ
  products : ρ → ι → ℕ
  kf : ρ → ℝ
  kr : ρ → ℝ
  kf_pos : ∀ r, 0 < kf r
  kr_pos : ∀ r, 0 < kr r
```

For concentrations $c$, write $c^a=\prod_i c_i^{a_i}$. Multiplied by a rate constant, this gives a one-way reaction rate in the ideal, well-mixed rate law at fixed temperature and volume.

```lean
variable {ι ρ : Type*} [Fintype ι] [Fintype ρ]

/-- The mass-action product of concentrations raised to stoichiometric coefficients. -/
def massAction (a : ι → ℕ) (c : ι → ℝ) : ℝ := ∏ i, c i ^ a i
```

The reaction vector is $\nu_r=b_r-a_r$.

```lean
/-- The reaction vector: net change of each species in one forward reaction event. -/
def ReversibleNetwork.net (N : ReversibleNetwork ι ρ) (r : ρ) : ι → ℝ :=
  fun i => (N.products r i : ℝ) - N.reactants r i
```

The rate equations are $\dot c=v(c)=\sum_r(k_r^+c^{a_r}-k_r^-c^{b_r})\,\nu_r$.

```lean
/-- The right-hand side of the rate equations. -/
def ReversibleNetwork.velocity (N : ReversibleNetwork ι ρ) (c : ι → ℝ) : ι → ℝ :=
  ∑ r, (N.kf r * massAction (N.reactants r) c
    - N.kr r * massAction (N.products r) c) • N.net r
```

The Jacobian $J$ is the Fréchet derivative of $v$ at $c$.

```lean
/-- The Jacobian of the rate equations at the concentrations `c`. -/
def ReversibleNetwork.jacobian (N : ReversibleNetwork ι ρ) (c : ι → ℝ) :
    (ι → ℝ) →L[ℝ] (ι → ℝ) := fderiv ℝ N.velocity c
```

Detailed balance makes each reaction's forward and backward rates equal, as at thermodynamic equilibrium. It is assumed of the point $c$; the existence of such a point is not derived.

```lean
/-- Detailed balance: each reaction runs equally fast in both directions. -/
def ReversibleNetwork.DetailedBalanced (N : ReversibleNetwork ι ρ) (c : ι → ℝ) : Prop :=
  ∀ r, N.kf r * massAction (N.reactants r) c = N.kr r * massAction (N.products r) c
```

The stoichiometric subspace $S$ is the span of the $\nu_r$. It contains the perturbations that the reactions themselves can produce.

```lean
/-- The stoichiometric subspace, spanned by the reaction vectors. -/
def ReversibleNetwork.stoich (N : ReversibleNetwork ι ρ) : Submodule ℝ (ι → ℝ) :=
  Submodule.span ℝ (Set.range N.net)
```

Lastly, `weighted c x y` is $\langle x,y\rangle=\sum_i x_iy_i/c_i$, built as a linear functional of $y$. It is an inner product when every $c_i>0$.

```lean
/-- The bilinear pairing with `x` in which species `i` has weight `1 / c i`; it is an inner product
when every `c i` is positive. -/
def weighted (c x : ι → ℝ) : (ι → ℝ) →L[ℝ] ℝ :=
  ∑ i, (x i / c i) • ContinuousLinearMap.proj (R := ℝ) (φ := fun _ : ι => ℝ) i
```

## (a) The weighted pairing as a sum

**Task.** Recover the sum from the functional.

**Solution.** Applying $\sum_i (x_i/c_i)\,\mathrm{proj}_i$ to $y$ gives $\sum_i x_iy_i/c_i$.

```lean
/-- The weighted pairing written as a sum over species. -/
theorem weighted_apply (c x y : ι → ℝ) : weighted c x y = ∑ i, x i * y i / c i := by
  simp only [weighted, _root_.sum_apply, _root_.smul_apply,
    ContinuousLinearMap.proj_apply, smul_eq_mul]
  exact Finset.sum_congr rfl fun i _ => by ring
```

## (b) Differentiating a mass-action product

**Task.** For nonzero $c_i$, show that the derivative of $c^a$ in direction $x$ is $c^a\langle a,x\rangle$.

**Solution.** Since $\partial c^a/\partial c_i=c^a a_i/c_i$, summing against $x_i$ gives the claim. The code treats one power in `hd`, then applies the product rule by induction over species in `key`.

```lean
/-- The derivative of a mass-action product at nonzero concentrations. -/
theorem massAction_hasFDerivAt (a : ι → ℕ) {c : ι → ℝ} (hc : ∀ i, c i ≠ 0) :
    HasFDerivAt (massAction a) (massAction a c • weighted c (fun i => (a i : ℝ))) c := by
  classical
  have hd : ∀ (m : ℕ) (i : ι),
      HasDerivAt (fun t : ℝ => t ^ m) (c i ^ m * ((m : ℝ) / c i)) (c i) := by
    intro m i
    refine (hasDerivAt_pow m (c i)).congr_deriv ?_
    have := hc i
    cases m with
    | zero => simp
    | succ n =>
      rw [Nat.add_sub_cancel, pow_succ]
      field_simp
  have key : ∀ s : Finset ι, HasFDerivAt (fun y : ι → ℝ => ∏ i ∈ s, y i ^ a i)
      ((∏ i ∈ s, c i ^ a i) • ∑ i ∈ s, ((a i : ℝ) / c i) •
        ContinuousLinearMap.proj (R := ℝ) (φ := fun _ : ι => ℝ) i) c := by
    intro s
    induction s using Finset.induction_on with
    | empty => simpa using hasFDerivAt_const (1 : ℝ) c
    | insert i s hi ih =>
      have hp : HasFDerivAt (fun y : ι → ℝ => y i)
          (ContinuousLinearMap.proj (R := ℝ) (φ := fun _ : ι => ℝ) i) c :=
        hasFDerivAt_apply i c
      have h1 : HasFDerivAt (fun y : ι → ℝ => y i ^ a i)
          ((c i ^ a i * ((a i : ℝ) / c i)) •
            ContinuousLinearMap.proj (R := ℝ) (φ := fun _ : ι => ℝ) i) c :=
        (hd (a i) i).comp_hasFDerivAt c hp
      simp only [Finset.prod_insert hi, Finset.sum_insert hi]
      refine (h1.mul ih).congr_fderiv ?_
      try dsimp only [Function.comp_apply]
      module
  exact key Finset.univ
```

## (c) The Jacobian at positive concentrations

**Task.** Find $Jx$ without assuming balance.

**Solution.** Differentiate $v$ term by term using (b):
$$Jx=\sum_r\big(k_r^+c^{a_r}\langle a_r,x\rangle-k_r^-c^{b_r}\langle b_r,x\rangle\big)\nu_r.$$

```lean
/-- The Jacobian at any positive concentrations, balanced or not. -/
theorem jacobian_apply (N : ReversibleNetwork ι ρ) {c : ι → ℝ} (hc : ∀ i, 0 < c i)
    (x : ι → ℝ) : N.jacobian c x = ∑ r,
      (N.kf r * massAction (N.reactants r) c * weighted c (fun i => (N.reactants r i : ℝ)) x
      - N.kr r * massAction (N.products r) c * weighted c (fun i => (N.products r i : ℝ)) x)
        • N.net r := by
  have hm := fun a : ι → ℕ => massAction_hasFDerivAt a (fun i => (hc i).ne')
  have h : HasFDerivAt N.velocity (∑ r,
      (N.kf r • (massAction (N.reactants r) c • weighted c (fun i => (N.reactants r i : ℝ)))
      - N.kr r • (massAction (N.products r) c • weighted c (fun i => (N.products r i : ℝ)))
        ).smulRight (N.net r)) c := by
    unfold ReversibleNetwork.velocity
    refine HasFDerivAt.fun_sum fun r _ => ?_
    exact (((hm _).const_mul _).sub ((hm _).const_mul _)).smul_const (N.net r)
  rw [ReversibleNetwork.jacobian, h.fderiv]
  simp [_root_.sum_apply, mul_assoc]
```

## (d) The Jacobian under detailed balance

**Task.** Simplify (c) at a balanced point.

**Solution.** Both one-way rates equal $w_r=k_r^+c^{a_r}$, and $\langle a_r,x\rangle-\langle b_r,x\rangle=-\langle x,\nu_r\rangle$. Hence $Jx=-\sum_r w_r\langle x,\nu_r\rangle\nu_r$.

```lean
variable {N : ReversibleNetwork ι ρ} {c : ι → ℝ}

/-- At a positive detailed-balanced point the Jacobian is minus a sum over reactions of terms of
rank at most one, weighted by the one-way reaction rates. -/
theorem jacobian_balanced (hc : ∀ i, 0 < c i) (hb : N.DetailedBalanced c) (x : ι → ℝ) :
    N.jacobian c x = -∑ r, (N.kf r * massAction (N.reactants r) c
      * weighted c x (N.net r)) • N.net r := by
  rw [jacobian_apply N hc, ← Finset.sum_neg_distrib]
  refine Finset.sum_congr rfl fun r _ => ?_
  have h : weighted c x (N.net r) = weighted c (fun i => (N.products r i : ℝ)) x
      - weighted c (fun i => (N.reactants r i : ℝ)) x := by
    simp only [weighted_apply, ← Finset.sum_sub_distrib, ReversibleNetwork.net]
    exact Finset.sum_congr rfl fun i _ => by ring
  rw [← hb r, h, ← neg_smul]
  congr 1
  ring
```

## (e) Symmetry and sign

**Task.** Compute $\langle x,Jy\rangle$.

**Solution.** By (d) and linearity,
$$\langle x,Jy\rangle=-\sum_r w_r\langle x,\nu_r\rangle\langle y,\nu_r\rangle.$$
This is symmetric in $x,y$ and nonpositive for $x=y$.

```lean
/-- The Jacobian at a positive detailed-balanced point as a bilinear form in the weighted inner
product. -/
theorem weighted_jacobian (hc : ∀ i, 0 < c i) (hb : N.DetailedBalanced c) (x y : ι → ℝ) :
    weighted c x (N.jacobian c y) = -∑ r, N.kf r * massAction (N.reactants r) c
      * (weighted c x (N.net r) * weighted c y (N.net r)) := by
  rw [jacobian_balanced hc hb, map_neg, map_sum]
  refine congrArg Neg.neg (Finset.sum_congr rfl fun r _ => ?_)
  rw [map_smul, smul_eq_mul]
  ring
```

## (f) Kernel vectors are orthogonal to $S$

**Task.** If $Jx=0$ and $y\in S$, show that $\langle x,y\rangle=0$.

**Solution.** Part (e) gives $0=\sum_r w_r\langle x,\nu_r\rangle^2$. Each $w_r>0$, so every $\langle x,\nu_r\rangle$ vanishes. Linearity extends this to the span, which is the `span_induction` step.

```lean
/-- At a positive detailed-balanced point, kernel vectors of the Jacobian are orthogonal to the
stoichiometric subspace in the weighted inner product. -/
theorem kernel_orthogonal (hc : ∀ i, 0 < c i) (hb : N.DetailedBalanced c) {x y : ι → ℝ}
    (hx : N.jacobian c x = 0) (hy : y ∈ N.stoich) : weighted c x y = 0 := by
  have hw : ∀ r, 0 < N.kf r * massAction (N.reactants r) c := fun r =>
    mul_pos (N.kf_pos r) (Finset.prod_pos fun i _ => pow_pos (hc i) _)
  have h := weighted_jacobian hc hb x x
  rw [hx, map_zero] at h
  have h' := (Finset.sum_eq_zero_iff_of_nonneg (fun r _ =>
    mul_nonneg (hw r).le (mul_self_nonneg (weighted c x (N.net r))))).1 (neg_eq_zero.1 h.symm)
  -- every reaction vector is orthogonal to `x`, hence so is their span
  have hr : ∀ r, weighted c x (N.net r) = 0 := fun r =>
    mul_self_eq_zero.1 ((mul_eq_zero.1 (h' r (Finset.mem_univ r))).resolve_left (hw r).ne')
  unfold ReversibleNetwork.stoich at hy
  induction hy using Submodule.span_induction with
  | mem y h => obtain ⟨r, rfl⟩ := h; exact hr r
  | zero => exact map_zero _
  | add y z _ _ h1 h2 => rw [map_add, h1, h2, add_zero]
  | smul t y _ h1 => rw [map_smul, h1, smul_zero]
```

## (g) A real eigenbasis

**Task.** At a positive balanced point, find a $\langle\cdot,\cdot\rangle$-orthonormal eigenbasis with eigenvalues $\lambda_k\le0$, and show that $\ker J\cap S=\{0\}$.

**Solution.** Put $s_i=\sqrt{c_i}$ and
$$M_{ij}=-\sum_r \frac{w_r\nu_{ri}\nu_{rj}}{s_is_j}.$$
$M$ is real symmetric, so the spectral theorem gives orthonormal $e_k$ with $Me_k=\lambda_ke_k$. Set $u_{ki}=s_ie_{ki}$. Then $u_{kj}/c_j=e_{kj}/s_j$, and (d) gives
$$(Ju_k)_i=s_i\sum_jM_{ij}e_{kj}=\lambda_ku_{ki}.$$
Also $\langle u_j,u_k\rangle=\sum_i e_{ji}e_{ki}=\delta_{jk}$, so the $u_k$ are independent and, by counting, form a basis. By (e), $\lambda_k=\langle u_k,Ju_k\rangle\le0$.

If $x\in S$ and $Jx=0$, then (f) with $y=x$ gives $\sum_i x_i^2/c_i=0$, so $x=0$.

So if a non-real eigenvalue is computed at a supposedly detailed-balanced positive point of such a network, either the point is not balanced, or the Jacobian or its eigenvalues were computed inaccurately.

```lean
/-- At a positive detailed-balanced point the Jacobian has a real eigenbasis, orthonormal in
the weighted inner product, with nonpositive eigenvalues, and its kernel meets the
stoichiometric subspace only in zero. -/
theorem jacobian_diagonalisable [DecidableEq ι] (hc : ∀ i, 0 < c i)
    (hb : N.DetailedBalanced c) :
    (∃ (b : Module.Basis ι ℝ (ι → ℝ)) (ev : ι → ℝ),
      (∀ k, ev k ≤ 0 ∧ N.jacobian c (b k) = ev k • b k) ∧
      ∀ j k, weighted c (b j) (b k) = if j = k then 1 else 0) ∧
    ∀ x ∈ N.stoich, N.jacobian c x = 0 → x = 0 := by
  constructor
  · obtain ⟨s, hs, hss⟩ : ∃ s : ι → ℝ, (∀ i, 0 < s i) ∧ ∀ i, s i * s i = c i :=
      ⟨fun i => √(c i), fun i => Real.sqrt_pos.2 (hc i), fun i => Real.mul_self_sqrt (hc i).le⟩
    -- rescaling by the square roots of the concentrations makes the Jacobian symmetric
    let M : Matrix ι ι ℝ := fun i j => -∑ r, N.kf r * massAction (N.reactants r) c
      * N.net r i * N.net r j / (s i * s j)
    have hM : M.IsHermitian := by
      refine Matrix.IsHermitian.ext fun i j => ?_
      simp only [M, star_trivial]
      exact congrArg Neg.neg (Finset.sum_congr rfl fun r _ => by ring)
    obtain ⟨u, hu⟩ : ∃ u : ι → ι → ℝ,
        ∀ k i, u k i = s i * (hM.eigenvectorBasis k).ofLp i := ⟨_, fun _ _ => rfl⟩
    have ho : ∀ j k, weighted c (u j) (u k) = if j = k then 1 else 0 := by
      intro j k
      have h := orthonormal_iff_ite.1 hM.eigenvectorBasis.orthonormal j k
      rw [PiLp.inner_apply] at h
      rw [weighted_apply, ← h]
      refine Finset.sum_congr rfl fun i _ => ?_
      simp only [RCLike.inner_apply, conj_trivial, hu]
      rw [div_eq_iff (hc i).ne', ← hss i]
      ring
    have he : ∀ k, N.jacobian c (u k) = hM.eigenvalues k • u k := by
      intro k
      ext i
      have h : ∑ j, M i j * (hM.eigenvectorBasis k).ofLp j
          = hM.eigenvalues k * (hM.eigenvectorBasis k).ofLp i :=
        congrFun (hM.mulVec_eigenvectorBasis k) i
      have h2 : N.jacobian c (u k) i
          = s i * ∑ j, M i j * (hM.eigenvectorBasis k).ofLp j := by
        have huk := hu k
        generalize (hM.eigenvectorBasis k).ofLp = e at huk ⊢
        rw [jacobian_balanced hc hb]
        simp only [Pi.neg_apply, Finset.sum_apply, Pi.smul_apply, smul_eq_mul, weighted_apply,
          M, neg_mul, Finset.sum_neg_distrib, mul_neg, Finset.mul_sum, Finset.sum_mul]
        rw [Finset.sum_comm]
        refine congrArg Neg.neg (Finset.sum_congr rfl fun j _ =>
          Finset.sum_congr rfl fun r _ => ?_)
        have h3 := (hs i).ne'
        have h4 := (hs j).ne'
        have h5 : u k j / c j = e j / s j := by
          rw [huk, ← hss j]
          field_simp
        calc _ = N.kf r * massAction (N.reactants r) c * N.net r i * N.net r j
              * (u k j / c j) := by ring
          _ = _ := by
            rw [h5]
            field_simp
      rw [h2, h, Pi.smul_apply, smul_eq_mul, hu]
      ring
    have hli : LinearIndependent ℝ u := by
      refine Fintype.linearIndependent_iff.2 fun g hg j => ?_
      have h := congrArg (weighted c (u j)) hg
      simpa [map_sum, ho] using h
    obtain ⟨b, hbu⟩ : ∃ b : Module.Basis ι ℝ (ι → ℝ), ⇑b = u :=
      ⟨Module.Basis.mk hli (hli.span_eq_top_of_card_eq_finrank' (by simp)).ge,
        Module.Basis.coe_mk _ _⟩
    refine ⟨b, hM.eigenvalues, fun k => ⟨?_, by rw [hbu]; exact he k⟩, by rw [hbu]; exact ho⟩
    have h := weighted_jacobian hc hb (u k) (u k)
    rw [he k, map_smul, ho, if_pos rfl, smul_eq_mul, mul_one] at h
    rw [h]
    exact neg_nonpos.2 (Finset.sum_nonneg fun r _ => mul_nonneg (mul_pos (N.kf_pos r)
      (Finset.prod_pos fun i _ => pow_pos (hc i) _)).le (mul_self_nonneg _))
  · intro x hx hJ
    have h := kernel_orthogonal hc hb hJ hx
    rw [weighted_apply] at h
    have h' := (Finset.sum_eq_zero_iff_of_nonneg (fun i _ =>
      div_nonneg (mul_self_nonneg (x i)) (hc i).le)).1 h
    ext i
    exact mul_self_eq_zero.1
      ((div_eq_zero_iff.1 (h' i (Finset.mem_univ i))).resolve_right (hc i).ne')
```

## (h) Decaying exponentials

**Task.** With $J$ taken at a positive balanced point, let $\dot x=Jx$ for all real $t$, with $x(0)\in S$. Write $x(t)$ as a sum of real decaying modes.

**Solution.** As in the code, now write $b_k$ for the basis vectors called $u_k$ in (g); they are not the product coefficients $b_r$. Let $\alpha_k=\langle b_k,x\rangle$. Symmetry gives $\dot\alpha_k=\lambda_k\alpha_k$. Thus $e^{-\lambda_kt}\alpha_k$ has zero derivative, and $\alpha_k(t)=e^{\lambda_kt}\alpha_k(0)$. If $\lambda_k=0$, then $b_k\in\ker J$ and (f) gives $\alpha_k(0)=0$. Therefore
$$x(t)=\sum_{\lambda_k<0}e^{\lambda_kt}\alpha_k(0)\,b_k.$$

The Lean sum runs over all $k$, with rates `μ k` $>0$ and amplitudes included in `u k`. Absent modes have `u k` $=0$, and zero eigenvalues get the placeholder rate 1. The statement concerns the linearised equations, not the full nonlinear flow.

```lean
/-- At a positive detailed-balanced point, every solution of the linearised rate equations that
starts in the stoichiometric subspace is a sum of eigenvectors of the Jacobian with real, decaying
exponential factors. -/
theorem relaxation_without_oscillation (hc : ∀ i, 0 < c i) (hb : N.DetailedBalanced c)
    {x : ℝ → ι → ℝ} (hx : ∀ t, HasDerivAt x (N.jacobian c (x t)) t) (h0 : x 0 ∈ N.stoich) :
    ∃ (μ : ι → ℝ) (u : ι → ι → ℝ), (∀ k, 0 < μ k ∧ N.jacobian c (u k) = -μ k • u k) ∧
      ∀ t, x t = ∑ k, Real.exp (-μ k * t) • u k := by
  classical
  obtain ⟨⟨b, ev, he, ho⟩, -⟩ := jacobian_diagonalisable hc hb
  have hrep : ∀ y k, weighted c (b k) y = b.repr y k := by
    intro y k
    conv_lhs => rw [← b.sum_repr y]
    simp only [map_sum, map_smul, ho, smul_eq_mul, mul_ite, mul_one, mul_zero,
      Finset.sum_ite_eq, Finset.mem_univ, if_true]
  have hexpand : ∀ y, y = ∑ k, weighted c (b k) y • b k := by
    intro y
    simp only [hrep]
    exact (b.sum_repr y).symm
  have hsym : ∀ k y, weighted c (b k) (N.jacobian c y) = ev k * weighted c (b k) y := by
    intro k y
    have hcomm : weighted c y (b k) = weighted c (b k) y := by
      simp only [weighted_apply, mul_comm]
    have h := weighted_jacobian hc hb y (b k)
    rw [(he k).2, map_smul, smul_eq_mul, hcomm] at h
    rw [h, weighted_jacobian hc hb]
    exact congrArg Neg.neg (Finset.sum_congr rfl fun r _ => by ring)
  -- each modal amplitude obeys a scalar linear equation
  have hcoef : ∀ k t, weighted c (b k) (x t)
      = Real.exp (ev k * t) * weighted c (b k) (x 0) := by
    intro k t
    have hF : ∀ τ, HasDerivAt (fun τ => Real.exp (-ev k * τ) * weighted c (b k) (x τ)) 0 τ := by
      intro τ
      have h1 : HasDerivAt (fun τ => weighted c (b k) (x τ))
          (ev k * weighted c (b k) (x τ)) τ := by
        rw [← hsym]
        exact (weighted c (b k)).hasFDerivAt.comp_hasDerivAt τ (hx τ)
      have h2 : HasDerivAt (fun τ => Real.exp (-ev k * τ))
          (Real.exp (-ev k * τ) * (-ev k * 1)) τ := ((hasDerivAt_id τ).const_mul (-ev k)).exp
      exact (h2.fun_mul h1).congr_deriv (by ring)
    have h := is_const_of_deriv_eq_zero (fun τ => (hF τ).differentiableAt)
      (fun τ => (hF τ).deriv) t 0
    simp only [mul_zero, Real.exp_zero, one_mul] at h
    rw [← h, ← mul_assoc, ← Real.exp_add, neg_mul, add_neg_cancel, Real.exp_zero, one_mul]
  -- conserved modes are absent from a stoichiometric perturbation
  have hz : ∀ k, ev k = 0 → weighted c (b k) (x 0) = 0 := fun k h =>
    kernel_orthogonal hc hb (by rw [(he k).2, h, zero_smul]) h0
  refine ⟨fun k => if ev k = 0 then 1 else -ev k, fun k => weighted c (b k) (x 0) • b k,
    fun k => ?_, fun t => (hexpand (x t)).trans (Finset.sum_congr rfl fun k _ => ?_)⟩
  · by_cases h : ev k = 0
    · simp [h, hz k h]
    · have hlt := lt_of_le_of_ne (he k).1 h
      simp only [if_neg h, neg_neg, map_smul, (he k).2]
      exact ⟨by linarith, smul_comm _ _ _⟩
  · rw [hcoef k t]
    by_cases h : ev k = 0
    · simp [hz k h]
    · simp only [if_neg h, neg_neg, mul_smul]
```

## (i) A driven triangle

Species 0, 1, 2 interconvert in a cycle, with forward constants 2 and backward constants 1. Around the cycle the forward constants multiply to 8 and the backward ones to 1, so no positive point is detailed balanced. Three thermal isomerisations in a closed system at fixed temperature, without light or other driving, cannot have such constants. Here they are effective constants of a driven system, for instance one in which further reactants and products are held at fixed concentrations and absorbed into the constants.

```lean
/-- A cycle of three reversible isomerisations with forward constants 2 and backward
constants 1. -/
def drivenTriangle : ReversibleNetwork (Fin 3) (Fin 3) where
  reactants := ![![1, 0, 0], ![0, 1, 0], ![0, 0, 1]]
  products := ![![0, 1, 0], ![0, 0, 1], ![1, 0, 0]]
  kf := fun _ => 2
  kr := fun _ => 1
  kf_pos := fun _ => by norm_num
  kr_pos := fun _ => by norm_num
```

**Task.** Show that $c=(1,1,1)$ is stationary and that a real eigenvalue $\lambda$ of $J$ there must be zero.

**Solution.** Each net flux is $2-1=1$, so detailed balance fails, but the reaction vectors sum to zero and $v=0$. By (c), $Jx=\lambda x$ reads
$$\begin{aligned}-3x_0+x_1+2x_2&=\lambda x_0,\\ 2x_0-3x_1+x_2&=\lambda x_1,\\ x_0+2x_1-3x_2&=\lambda x_2.\end{aligned}$$
Adding gives $\lambda(x_0+x_1+x_2)=0$. Suppose $\lambda\ne0$. Then $x_2=-x_0-x_1$, the second equation gives $x_0=(\lambda+4)x_1$, and the first becomes $(\lambda^2+9\lambda+21)x_1=0$. The quadratic has discriminant $-3$, so $x_1=0$, hence $x=0$, which is no eigenvector.

Since $J\neq0$, it follows that $J$ is not diagonalisable over the reals: stationarity alone does not replace detailed balance in (g).

```lean
/-- In the driven triangle, unit concentrations are stationary, but zero is the only
possible real eigenvalue of the Jacobian there. -/
theorem drivenTriangle_no_real_relaxation :
    drivenTriangle.velocity (fun _ => 1) = 0 ∧ ∀ (ev : ℝ) (x : Fin 3 → ℝ), x ≠ 0 →
      drivenTriangle.jacobian (fun _ => 1) x = ev • x → ev = 0 := by
  constructor
  · ext i
    fin_cases i <;> simp [ReversibleNetwork.velocity, ReversibleNetwork.net, massAction,
      drivenTriangle, Fin.sum_univ_three]
  · intro ev x hx h
    have hJ : drivenTriangle.jacobian (fun _ => 1) x
        = ![-3 * x 0 + x 1 + 2 * x 2, 2 * x 0 - 3 * x 1 + x 2, x 0 + 2 * x 1 - 3 * x 2] := by
      rw [jacobian_apply _ (fun _ => one_pos)]
      ext i
      fin_cases i <;> simp [weighted_apply, ReversibleNetwork.net, massAction,
        drivenTriangle, Fin.sum_univ_three] <;> ring
    rw [hJ] at h
    have e0 : -3 * x 0 + x 1 + 2 * x 2 = ev * x 0 := congrFun h 0
    have e1 : 2 * x 0 - 3 * x 1 + x 2 = ev * x 1 := congrFun h 1
    have e2 : x 0 + 2 * x 1 - 3 * x 2 = ev * x 2 := congrFun h 2
    by_contra hev
    have hs : x 0 + x 1 + x 2 = 0 :=
      (mul_eq_zero.1 (show ev * (x 0 + x 1 + x 2) = 0 by
        linear_combination -e0 - e1 - e2)).resolve_left hev
    have h0 : x 0 = (ev + 4) * x 1 := by linear_combination e1 - hs
    -- the remaining quadratic has no real root
    have hq : (ev ^ 2 + 9 * ev + 21) * x 1 = 0 := by
      linear_combination -(e0 - 2 * hs) - (ev + 5) * h0
    have hp : 0 < ev ^ 2 + 9 * ev + 21 := by nlinarith [sq_nonneg (2 * ev + 9)]
    have h1 : x 1 = 0 := (mul_eq_zero.1 hq).resolve_left hp.ne'
    rw [h1, mul_zero] at h0
    have h2 : x 2 = 0 := by linarith
    apply hx
    ext i
    fin_cases i
    · exact h0
    · exact h1
    · exact h2

end

end ChemicalRelaxation
```

```lean
#print axioms ChemicalRelaxation.jacobian_diagonalisable
-- 'ChemicalRelaxation.jacobian_diagonalisable' depends on axioms: [propext, Classical.choice, Quot.sound]
#print axioms ChemicalRelaxation.relaxation_without_oscillation
-- 'ChemicalRelaxation.relaxation_without_oscillation' depends on axioms: [propext, Classical.choice, Quot.sound]
#print axioms ChemicalRelaxation.drivenTriangle_no_real_relaxation
-- 'ChemicalRelaxation.drivenTriangle_no_real_relaxation' depends on axioms: [propext, Classical.choice, Quot.sound]
```
